# The small-q slope of a transition density between states of different energy is given by the full commutator [H, X]

Take two levels with energies 1 and 0, so $H=\mathrm{diag}(1,0)$, and let the position-like matrix $X=\begin{pmatrix}0&1\\1&0\end{pmatrix}$ couple them. The upper state is $c=(1,0)$ and the lower is $v=(0,1)$. Since $X^2=1$, we have $\exp(iqX)=\cos q+iX\sin q$, and the transition density is $\rho(q)=\langle c,\exp(iqX)v\rangle=i\sin q$. It vanishes at $q=0$ because the states are orthogonal, and $\rho(q)/q\to i$.

The commutator gives the same slope: $\langle c,(HX-XH)v\rangle=1$, the energy difference is 1, and $i\cdot 1/1=i$. Now split $H=T+V$ with $T=\mathrm{diag}(2,0)$ and $V=\mathrm{diag}(-1,0)$. The commutator with $T$ alone has matrix element 2, so it predicts a slope of $2i$ and a value of $|\rho|^2/q^2$ four times too large. The missing $-1$ comes from $V$.

## Three limits at vanishing wave number

Let $H$ be a Hermitian matrix with $Hc=e_c c$, $Hv=e_v v$ and $\Delta=e_c-e_v\neq0$. Let $X$ be any square matrix of the same size, and write $p=\langle c,(HX-XH)v\rangle$. As $q\to0$ through non-zero real values,

$$\frac{\rho(q)}{q}\to\frac{ip}{\Delta},\qquad \frac{|\rho(q)|^2}{q^2}\to\frac{|p|^2}{\Delta^2},\qquad \frac{\rho(q)s(q)}{q}\to\frac{ip}{\Delta}\,s(0),$$

where $s$ is any complex function continuous at 0.

## Heads and wings of a response matrix

A code that builds a non-interacting density response from finitely many transitions meets limits of this kind when it evaluates the dielectric function at long wavelength. In three dimensions the Coulomb factor grows as $1/q^2$, while transitions across an energy gap contribute to the head of the response at order $q^2$. The limit of their product is therefore set by the coefficient of $q^2$ and not by the value at $q=0$. With a non-local pseudopotential, $V$ generally does not commute with position, and its commutator belongs in the velocity.

For transitions $t$, each joining eigenvectors $c_t$ and $v_t$ of $H$ with different energies, with fixed weights $w_t$ and real shifts $g$ and $g'$ of the wave number, define

$$\chi_{gg'}(q)=\sum_t w_t\,\rho_t(q+g)\,\overline{\rho_t(q+g')}.$$

The head is $\chi_{00}$ and the wing is $\chi_{0g}$. Their limits are

$$\frac{\chi_{00}(q)}{q^2}\to\sum_t w_t\frac{|p_t|^2}{\Delta_t^2},\qquad \frac{\chi_{0g}(q)}{q}\to\sum_t w_t\frac{ip_t}{\Delta_t}\overline{\rho_t(g)}.$$

## From the eigenvalue equations to the slope

Because $H$ is Hermitian and $e_c$ is real, $H$ acts to the left as $c^\dagger H=e_c c^\dagger$. Therefore $\langle c,HXv\rangle=e_c\langle c,Xv\rangle$ and $\langle c,XHv\rangle=e_v\langle c,Xv\rangle$. Subtracting gives

$$p=\Delta\,\langle c,Xv\rangle.$$

This holds for every $X$. For $X=1$ the commutator is zero, so $\Delta\langle c,v\rangle=0$, and hence $\rho(0)=\langle c,v\rangle=0$.

Differentiating the exponential gives $\rho'(q)=\langle c,\exp(iqX)\,iX\,v\rangle$, so $\rho'(0)=i\langle c,Xv\rangle=ip/\Delta$. Since $\rho(0)=0$, the quotient $\rho(q)/q$ is the difference quotient at 0 and tends to this derivative. Taking the modulus and squaring gives the second limit; multiplying by $s(q)\to s(0)$ gives the third.

For the head, divide each term $w_t|\rho_t(q)|^2$ by $q^2$ and sum the limits. For the wing, use the third limit with $s_t(q)=\overline{\rho_t(q+g)}$, which is continuous.

If $H=T+V$, then $p=p_T+p_V$, where $p_T$ and $p_V$ are the matrix elements of the two commutators. The true slope is $i(p_T+p_V)/\Delta$, so $ip_T/\Delta$ is correct exactly when $p_V=0$.

The letter $p$ invites a phase error. For a particle with kinetic energy $P^2/2m$ and a local potential, with $\hbar=1$, the commutator is $[H,X]=-iP/m$, so $ip$ is already the matrix element of $P/m$. Inserting $P/m$ for $p$ leaves a spurious factor $i$. The head does not reveal it, because it contains only $|p|^2$, but the wing is multiplied by $i$.

## The Lean file

```lean
import Mathlib

open Matrix Filter Topology ComplexConjugate

namespace OpticalLimit

noncomputable section

attribute [local instance] Matrix.linftyOpNormedRing Matrix.linftyOpNormedAlgebra

variable {n : Type*} [Fintype n]

/-- The matrix element `⟨c, A v⟩` of an operator `A` between two states. -/
def elem (c : n → ℂ) (A : Matrix n n ℂ) (v : n → ℂ) : ℂ := star c ⬝ᵥ A *ᵥ v

/-- Between eigenvectors of a Hermitian `H`, the commutator `[H, X]` has the matrix element
of `X` times the energy difference. -/
theorem elem_commutator {H : Matrix n n ℂ} (hH : H.IsHermitian) (X : Matrix n n ℂ)
    {c v : n → ℂ} {ec ev : ℝ} (hc : H *ᵥ c = (ec : ℂ) • c) (hv : H *ᵥ v = (ev : ℂ) • v) :
    elem c (H * X - X * H) v = ((ec - ev : ℝ) : ℂ) * elem c X v := by
  -- a Hermitian operator acts to the left with the same real energy
  have hl : star c ᵥ* H = (ec : ℂ) • star c := by
    have h := congrArg star hc
    rw [Matrix.star_mulVec, hH.eq] at h
    rw [h, star_smul]
    simp
  have h1 : star c ⬝ᵥ (H * X) *ᵥ v = (ec : ℂ) * (star c ⬝ᵥ X *ᵥ v) := by
    rw [← Matrix.mulVec_mulVec, Matrix.dotProduct_mulVec, hl, smul_dotProduct, smul_eq_mul]
  have h2 : star c ⬝ᵥ (X * H) *ᵥ v = (ev : ℂ) * (star c ⬝ᵥ X *ᵥ v) := by
    rw [← Matrix.mulVec_mulVec, hv, Matrix.mulVec_smul, dotProduct_smul, smul_eq_mul]
  unfold elem
  rw [Matrix.sub_mulVec, dotProduct_sub, h1, h2, Complex.ofReal_sub]
  ring

variable [DecidableEq n]

/-- The transition density `ρ(q) = ⟨c, exp(iqX) v⟩` at wave number `q`. -/
def rho (c v : n → ℂ) (X : Matrix n n ℂ) (q : ℝ) : ℂ :=
  elem c (NormedSpace.exp (q • (Complex.I • X))) v

/-- The response matrix element between `q + g` and `q + g'`: a sum over transitions `c t`, `v t`,
with weights `w t`, of the transition density at `q + g` times the complex conjugate of the
transition density at `q + g'`. -/
def response {τ : Type*} [Fintype τ] (w : τ → ℂ) (c v : τ → n → ℂ) (X : Matrix n n ℂ)
    (g g' q : ℝ) : ℂ :=
  ∑ t, w t * (rho (c t) (v t) X (q + g) * conj (rho (c t) (v t) X (q + g')))

/-- The transition density is differentiable in `q`, with derivative
`⟨c, exp(iqX) iX v⟩`. -/
theorem rho_hasDerivAt (c v : n → ℂ) (X : Matrix n n ℂ) (q : ℝ) :
    HasDerivAt (rho c v X)
      (elem c (NormedSpace.exp (q • (Complex.I • X)) * (Complex.I • X)) v) q := by
  -- the matrix element is a linear functional of the operator
  let L : Matrix n n ℂ →ₗ[ℝ] ℂ :=
    { toFun := fun A => elem c A v
      map_add' := by
        intro A B
        simp only [elem, Matrix.add_mulVec, dotProduct_add]
      map_smul' := by
        intro r A
        simp only [elem, Matrix.smul_mulVec, dotProduct_smul, RingHom.id_apply] }
  have h := hasDerivAt_exp_smul_const (𝕂 := ℝ) (Complex.I • X) q
  exact (LinearMap.toContinuousLinearMap L).hasFDerivAt.comp_hasDerivAt q h

/-- Optical limit: for eigenvectors of a Hermitian `H` with different energies,
`ρ(q)/q` tends to `i p/(ec - ev)` as `q → 0`, where `p = ⟨c, [H, X] v⟩`. -/
theorem rho_div_tendsto {H : Matrix n n ℂ} (hH : H.IsHermitian) (X : Matrix n n ℂ)
    {c v : n → ℂ} {ec ev : ℝ} (hc : H *ᵥ c = (ec : ℂ) • c) (hv : H *ᵥ v = (ev : ℂ) • v)
    (hne : ec ≠ ev) :
    Tendsto (fun q : ℝ => rho c v X q / (q : ℂ)) (𝓝[≠] 0)
      (𝓝 (Complex.I * elem c (H * X - X * H) v / ((ec - ev : ℝ) : ℂ))) := by
  have hD : ((ec - ev : ℝ) : ℂ) ≠ 0 := Complex.ofReal_ne_zero.mpr (sub_ne_zero.mpr hne)
  -- orthogonality of the two states is the commutator identity for `X = 1`
  have horth : elem c 1 v = 0 := by
    have h := elem_commutator hH 1 hc hv
    have hz : elem c (H * 1 - 1 * H) v = 0 := by simp [elem]
    rw [hz] at h
    exact (mul_eq_zero.mp h.symm).resolve_left hD
  have h0 : rho c v X 0 = 0 := by
    unfold rho
    rw [zero_smul, NormedSpace.exp_zero, horth]
  have hval : elem c (NormedSpace.exp ((0 : ℝ) • (Complex.I • X)) * (Complex.I • X)) v
      = Complex.I * elem c (H * X - X * H) v / ((ec - ev : ℝ) : ℂ) := by
    have hI : elem c (Complex.I • X) v = Complex.I * elem c X v := by
      simp only [elem, Matrix.smul_mulVec, dotProduct_smul, smul_eq_mul]
    rw [elem_commutator hH X hc hv, zero_smul, NormedSpace.exp_zero, one_mul, hI,
      eq_div_iff hD]
    ring
  have hs := (rho_hasDerivAt c v X 0).tendsto_slope_zero
  rw [hval] at hs
  refine hs.congr fun q => ?_
  simp only [zero_add, h0, sub_zero, Complex.real_smul, Complex.ofReal_inv]
  ring

/-- For eigenvectors of a Hermitian `H` with different energies, `|ρ(q)|²/q²` tends to
`|p|²/(ec - ev)²` as `q → 0`, where `p = ⟨c, [H, X] v⟩`. -/
theorem norm_rho_sq_tendsto {H : Matrix n n ℂ} (hH : H.IsHermitian) (X : Matrix n n ℂ)
    {c v : n → ℂ} {ec ev : ℝ} (hc : H *ᵥ c = (ec : ℂ) • c) (hv : H *ᵥ v = (ev : ℂ) • v)
    (hne : ec ≠ ev) :
    Tendsto (fun q : ℝ => ‖rho c v X q‖ ^ 2 / q ^ 2) (𝓝[≠] 0)
      (𝓝 (‖elem c (H * X - X * H) v‖ ^ 2 / (ec - ev) ^ 2)) := by
  have h := (rho_div_tendsto hH X hc hv hne).norm.pow 2
  simpa only [norm_div, norm_mul, Complex.norm_I, one_mul, Complex.norm_real,
    Real.norm_eq_abs, div_pow, sq_abs] using h

/-- For eigenvectors of a Hermitian `H` with different energies and any `s` continuous at
`q = 0`, the product `ρ(q) s(q)/q` tends to `i p s(0)/(ec - ev)` as `q → 0`, where
`p = ⟨c, [H, X] v⟩`. -/
theorem rho_mul_tendsto {H : Matrix n n ℂ} (hH : H.IsHermitian) (X : Matrix n n ℂ)
    {c v : n → ℂ} {ec ev : ℝ} (hc : H *ᵥ c = (ec : ℂ) • c) (hv : H *ᵥ v = (ev : ℂ) • v)
    (hne : ec ≠ ev) {s : ℝ → ℂ} (hs : ContinuousAt s 0) :
    Tendsto (fun q : ℝ => rho c v X q * s q / (q : ℂ)) (𝓝[≠] 0)
      (𝓝 (Complex.I * elem c (H * X - X * H) v / ((ec - ev : ℝ) : ℂ) * s 0)) := by
  have hs' : Tendsto s (𝓝[≠] 0) (𝓝 (s 0)) := hs.tendsto.mono_left nhdsWithin_le_nhds
  refine ((rho_div_tendsto hH X hc hv hne).mul hs').congr fun q => ?_
  ring

/-- Head and wings of the response: if every transition joins eigenvectors of a Hermitian `H`
with different energies, the head divided by `q²` and the wing divided by `q` tend, as `q → 0`,
to the stated sums over commutator matrix elements. -/
theorem response_head_wing {τ : Type*} [Fintype τ] {H : Matrix n n ℂ} (hH : H.IsHermitian)
    (X : Matrix n n ℂ) (w : τ → ℂ) {c v : τ → n → ℂ} {ec ev : τ → ℝ}
    (hc : ∀ t, H *ᵥ c t = (ec t : ℂ) • c t) (hv : ∀ t, H *ᵥ v t = (ev t : ℂ) • v t)
    (hne : ∀ t, ec t ≠ ev t) (g : ℝ) :
    Tendsto (fun q : ℝ => response w c v X 0 0 q / (q : ℂ) ^ 2) (𝓝[≠] 0)
      (𝓝 (∑ t, w t *
        ((‖elem (c t) (H * X - X * H) (v t)‖ ^ 2 / (ec t - ev t) ^ 2 : ℝ) : ℂ))) ∧
    Tendsto (fun q : ℝ => response w c v X 0 g q / (q : ℂ)) (𝓝[≠] 0)
      (𝓝 (∑ t, w t * (Complex.I * elem (c t) (H * X - X * H) (v t) /
        ((ec t - ev t : ℝ) : ℂ) * conj (rho (c t) (v t) X g)))) := by
  constructor
  · have h := tendsto_finsetSum Finset.univ fun t _ =>
      ((Complex.continuous_ofReal.tendsto _).comp
        (norm_rho_sq_tendsto hH X (hc t) (hv t) (hne t))).const_mul (w t)
    refine h.congr fun q => ?_
    unfold response
    rw [Finset.sum_div]
    refine Finset.sum_congr rfl fun t _ => ?_
    simp only [Function.comp_apply, add_zero, Complex.mul_conj, Complex.normSq_eq_norm_sq,
      Complex.ofReal_div, Complex.ofReal_pow]
    ring
  · -- the second density is continuous in `q`, so the product limit applies
    have hs : ∀ t, ContinuousAt (fun q : ℝ => conj (rho (c t) (v t) X (q + g))) 0 := by
      intro t
      have hr : Continuous (rho (c t) (v t) X) :=
        continuous_iff_continuousAt.mpr fun q => (rho_hasDerivAt _ _ X q).continuousAt
      exact (Complex.continuous_conj.comp
        (hr.comp (continuous_id.add continuous_const))).continuousAt
    have h := tendsto_finsetSum Finset.univ fun t _ =>
      (rho_mul_tendsto hH X (hc t) (hv t) (hne t) (hs t)).const_mul (w t)
    simp only [zero_add] at h
    refine h.congr fun q => ?_
    unfold response
    rw [Finset.sum_div]
    refine Finset.sum_congr rfl fun t _ => ?_
    rw [add_zero]
    ring

/-- For eigenvectors of a Hermitian `H = T + V` with different energies, the commutator with
`T` alone gives the limit of `ρ(q)/q` as `q → 0` exactly when `⟨c, [V, X] v⟩ = 0`. -/
theorem partial_velocity_iff {T V : Matrix n n ℂ} (hH : (T + V).IsHermitian)
    (X : Matrix n n ℂ) {c v : n → ℂ} {ec ev : ℝ} (hc : (T + V) *ᵥ c = (ec : ℂ) • c)
    (hv : (T + V) *ᵥ v = (ev : ℂ) • v) (hne : ec ≠ ev) :
    Tendsto (fun q : ℝ => rho c v X q / (q : ℂ)) (𝓝[≠] 0)
      (𝓝 (Complex.I * elem c (T * X - X * T) v / ((ec - ev : ℝ) : ℂ))) ↔
    elem c (V * X - X * V) v = 0 := by
  have hD : ((ec - ev : ℝ) : ℂ) ≠ 0 := Complex.ofReal_ne_zero.mpr (sub_ne_zero.mpr hne)
  have hfull := rho_div_tendsto hH X hc hv hne
  have hsplit : elem c ((T + V) * X - X * (T + V)) v
      = elem c (T * X - X * T) v + elem c (V * X - X * V) v := by
    have hm : (T + V) * X - X * (T + V) = (T * X - X * T) + (V * X - X * V) := by
      noncomm_ring
    rw [hm]
    simp only [elem, Matrix.add_mulVec, dotProduct_add]
  rw [hsplit] at hfull
  constructor
  · -- limits are unique, so the contribution of `V` must vanish
    intro h
    have hu := tendsto_nhds_unique h hfull
    have hz : Complex.I * elem c (V * X - X * V) v / ((ec - ev : ℝ) : ℂ) = 0 := by
      linear_combination -hu
    exact (mul_eq_zero.mp ((div_eq_zero_iff.mp hz).resolve_right hD)).resolve_left
      Complex.I_ne_zero
  · intro h
    rwa [h, add_zero] at hfull

/-- A two-level instance with energies 1 and 0: `T + V` is Hermitian, the basis vectors are its
eigenvectors, and the commutators of `T` and `V` with `X` have matrix elements 2 and -1. -/
theorem partial_velocity_witness :
    let T : Matrix (Fin 2) (Fin 2) ℂ := !![2, 0; 0, 0]
    let V : Matrix (Fin 2) (Fin 2) ℂ := !![-1, 0; 0, 0]
    let X : Matrix (Fin 2) (Fin 2) ℂ := !![0, 1; 1, 0]
    (T + V).IsHermitian ∧ (T + V) *ᵥ ![1, 0] = ((1 : ℝ) : ℂ) • ![1, 0] ∧
    (T + V) *ᵥ ![0, 1] = ((0 : ℝ) : ℂ) • ![0, 1] ∧
    elem ![1, 0] (T * X - X * T) ![0, 1] = 2 ∧
    elem ![1, 0] (V * X - X * V) ![0, 1] = -1 := by
  intro T V X
  refine ⟨?_, ?_, ?_, ?_, ?_⟩
  · unfold Matrix.IsHermitian
    ext i j
    fin_cases i <;> fin_cases j <;> norm_num [T, V, Matrix.conjTranspose_apply]
  · ext i
    fin_cases i <;> norm_num [T, V, Matrix.mulVec, dotProduct, Fin.sum_univ_succ]
  · ext i
    fin_cases i <;> norm_num [T, V, Matrix.mulVec, dotProduct, Fin.sum_univ_succ]
  · norm_num [T, X, elem, Matrix.mulVec, dotProduct, Matrix.mul_apply, Fin.sum_univ_succ]
  · norm_num [V, X, elem, Matrix.mulVec, dotProduct, Matrix.mul_apply, Fin.sum_univ_succ]

end

end OpticalLimit
```

```lean
#print axioms OpticalLimit.elem_commutator
-- 'OpticalLimit.elem_commutator' depends on axioms: [propext, Classical.choice, Quot.sound]
#print axioms OpticalLimit.response_head_wing
-- 'OpticalLimit.response_head_wing' depends on axioms: [propext, Classical.choice, Quot.sound]
#print axioms OpticalLimit.partial_velocity_iff
-- 'OpticalLimit.partial_velocity_iff' depends on axioms: [propext, Classical.choice, Quot.sound]
```

## What the Lean statements say

`elem c A v` is $\langle c,Av\rangle$, with the complex conjugate on $c$. States are functions `n → ℂ` on a finite index type, operators are matrices, and energies are real. `rho` uses the true matrix exponential, not its first-order expansion. The filter `𝓝[≠] 0` expresses $q\to0$ with $q\neq0$.

The vectors need not be normalised. Both $\rho$ and $p$ scale with them in the same way, so the values for normalised states follow on dividing each by $\|c\|\,\|v\|$.

In `response`, the arguments `g` and `g'` are real shifts along one direction, and the weights `w t` are arbitrary complex numbers independent of $q$. They can hold occupations and the frequency denominator at one fixed frequency.

## How the lemmas carry the derivation

- `elem_commutator` proves $p=\Delta\langle c,Xv\rangle$. Its step `hl` is the left action of $H$, and `h1` and `h2` are the two products.
- `rho_hasDerivAt` treats the matrix element as a linear functional of the operator and composes it with the derivative of the exponential.
- `rho_div_tendsto` obtains orthogonality in `horth` by setting $X=1$, evaluates the derivative in `hval`, and turns it into a limit of difference quotients.
- `norm_rho_sq_tendsto` and `rho_mul_tendsto` apply the norm and product rules for limits. `response_head_wing` sums them over transitions.
- `partial_velocity_iff` splits the commutator and uses uniqueness of limits.
- `partial_velocity_witness` checks the matrices of the opening example entry by entry, with matrix elements 2 and $-1$. Together with the preceding theorem, it shows that the $T$-only slope is wrong there.

## Degenerate levels, Bloch states and finite q

The condition $e_c\neq e_v$ does real work. Set $H=0$ and keep $X$, $c$ and $v$ from the opening. Then $\rho(q)=i\sin q$ still has slope $i$, but $p=0$ and $\Delta=0$, so the commutator formula reads $0/0$ and has lost the answer. A code that divides by $\Delta$ cannot use this formula for degenerate pairs.

The states here do not depend on $q$. In a crystal, the transition joins Bloch states at $k$ and $k+q$, and position is not a lattice-periodic operator; the theorems cover neither feature. They also take $X$ as a given finite matrix. If $X$ is a position operator projected onto a truncated basis, its exponential generally differs from the projected plane wave, and the theorems concern the former.

The limits come without an error estimate, so they do not say how small a numerical $q$ must be. Local-field inversion, exchange-correlation kernels and electron–hole interactions are not modelled.
